# Exactly one polynomial of degree below n gives r^l q(r²) prescribed derivatives of orders 0 to n−1 at a radius R > 0

If a pseudo partial wave meets the true partial wave at the augmentation sphere with the wrong slope, the joined function has a kink, and its second derivative contains a delta function. Matching more derivatives gives a smoother join, but the coefficients then have to solve a linear system. Were that system singular, some choices of prescribed derivatives would have no matching pseudo wave and others infinitely many.

For the form $u(r)=r^l q(r^2)$ this does not happen. Let $R>0$ be the sphere radius, $l$ the angular momentum and $c_0,\dots,c_{n-1}$ any real numbers. Exactly one real polynomial $q$ of degree below $n$ satisfies $u^{(k)}(R)=c_k$ for all $k<n$. This bears on the construction of partial waves in augmented-wave methods, for one angular-momentum channel and without norm conservation.

## Even powers times r^l

The form of $u$ encodes regularity at the nucleus: multiplied by a spherical harmonic $Y_{lm}$, it is a polynomial in $x,y,z$. Without the restriction to even powers, $l=0$ would admit $u=r$, which has a cusp at the origin.

In Lean, `pseudoWave l q` is this $u$, the radial function itself and not $r$ times it. It is defined on the whole real line.

```lean
import Mathlib

open scoped Polynomial
open Polynomial (X C derivative)

namespace PseudoOrbitalMatching

/-- The radial pseudo partial wave `r ^ l * q (r ^ 2)` of angular momentum `l`. -/
noncomputable def pseudoWave (l : ℕ) (q : ℝ[X]) (r : ℝ) : ℝ :=
  r ^ l * q.eval (r ^ 2)
```

By hand, the form is used at once: $u$ is the polynomial $P(X)=X^l q(X^2)$, so its derivatives are those of $P$. The next lemma proves this by induction on the order, linking the analytic `iteratedDeriv` to the formal `derivative`.

```lean
/-- The radial derivatives of the pseudo partial wave are the formal derivatives of the
polynomial `X ^ l * q (X ^ 2)`. -/
theorem iteratedDeriv_pseudoWave (l k : ℕ) (q : ℝ[X]) (R : ℝ) :
    iteratedDeriv k (pseudoWave l q) R =
      (derivative^[k] (X ^ l * q.comp (X ^ 2))).eval R := by
  have h : iteratedDeriv k (pseudoWave l q) =
      fun r => (derivative^[k] (X ^ l * q.comp (X ^ 2))).eval r := by
    induction k with
    | zero =>
      ext r
      simp [pseudoWave]
    | succ k ih =>
      rw [iteratedDeriv_succ, ih]
      ext r
      rw [Polynomial.deriv, Function.iterate_succ_apply']
  rw [h]
```

Taylor's formula at $R$ reads
$$P(X)=\sum_k \frac{P^{(k)}(R)}{k!}(X-R)^k .$$
Hence the derivatives of orders below $n$ all vanish at $R$ exactly when $(X-R)^n$ divides $P$. The Lean proof reaches the same criterion through the multiplicity of the root $R$, treating $P=0$ separately.

```lean
/-- The derivatives of orders below `n` of a polynomial all vanish at `R` exactly when
`(X - R) ^ n` divides it. -/
theorem derivatives_vanish_iff (n : ℕ) (P : ℝ[X]) (R : ℝ) :
    (∀ k < n, (derivative^[k] P).eval R = 0) ↔ (X - C R) ^ n ∣ P := by
  by_cases hP : P = 0
  · simp [hP]
  · cases n with
    | zero => simp
    | succ m =>
      rw [← Polynomial.le_rootMultiplicity_iff hP, Nat.succ_le_iff,
        Polynomial.lt_rootMultiplicity_iff_isRoot_iterate_derivative hP]
      exact ⟨fun h k hk => h k (by omega), fun h k hk => h k (by omega)⟩
```

## A positive sphere radius

Physically, $R>0$ says that there is a sphere to match on. In the derivation it ensures that passing from $r$ to $r^2$ preserves the order of a zero. For $q\neq 0$, write $q=(X-R^2)^m g$ with $g(R^2)\ne0$. Since $X^2-R^2=(X-R)(X+R)$,
$$P(X)=(X-R)^m\,\bigl[X^l (X+R)^m g(X^2)\bigr].$$
At $X=R$ the bracket equals $R^l(2R)^m g(R^2)\neq0$. So $P$ has a zero of order exactly $m$ at $R$, and $(X-R)^n$ divides $P$ exactly when $(X-R^2)^n$ divides $q$. For $q=0$ both hold.

In the proof, `fac` is this factorisation. Assuming $m<n$, the argument cancels $(X-R)^m$ and evaluates the rest at $R$. The hypothesis enters in `h5`, where `positivity` shows that the prefactor is nonzero.

```lean
/-- On a sphere of radius `R > 0`, the polynomial `X ^ l * q (X ^ 2)` has a zero of order at
least `n` at `R` exactly when `q` has one at `R ^ 2`. -/
theorem dvd_wave_iff {R : ℝ} (hR : 0 < R) (l n : ℕ) (q : ℝ[X]) :
    (X - C R) ^ n ∣ X ^ l * q.comp (X ^ 2) ↔ (X - C (R ^ 2)) ^ n ∣ q := by
  -- a zero in the variable r² splits into zeros at R and at -R
  have fac : ∀ (m : ℕ) (g : ℝ[X]),
      X ^ l * ((X - C (R ^ 2)) ^ m * g).comp (X ^ 2) =
        (X - C R) ^ m * (X ^ l * (X + C R) ^ m * g.comp (X ^ 2)) := by
    intro m g
    have e : (X ^ 2 - C (R ^ 2) : ℝ[X]) = (X - C R) * (X + C R) := by
      rw [Polynomial.C_pow]
      ring
    simp only [Polynomial.mul_comp, Polynomial.pow_comp, Polynomial.sub_comp,
      Polynomial.X_comp, Polynomial.C_comp]
    rw [e, mul_pow]
    ring
  constructor
  · intro hdiv
    by_cases hq : q = 0
    · simp [hq]
    obtain ⟨g, hg, hnd⟩ :=
      Polynomial.exists_eq_pow_rootMultiplicity_mul_and_not_dvd q hq (R ^ 2)
    rw [← Polynomial.le_rootMultiplicity_iff hq]
    by_contra hlt
    generalize q.rootMultiplicity (R ^ 2) = m at hg hlt
    rw [hg, fac] at hdiv
    have h1 := (pow_dvd_pow (X - C R) (show m + 1 ≤ n by omega)).trans hdiv
    rw [pow_succ] at h1
    -- cancel the common zeros: the remaining factor would still vanish at R
    have h2 := (mul_dvd_mul_iff_left
      (pow_ne_zero m (Polynomial.X_sub_C_ne_zero R))).1 h1
    have h3 : R ^ l * (R + R) ^ m * g.eval (R ^ 2) = 0 := by
      have h4 := Polynomial.dvd_iff_isRoot.1 h2
      simpa only [Polynomial.IsRoot.def, Polynomial.eval_mul, Polynomial.eval_pow,
        Polynomial.eval_add, Polynomial.eval_X, Polynomial.eval_C,
        Polynomial.eval_comp] using h4
    have h5 : R ^ l * (R + R) ^ m ≠ 0 := by positivity
    exact hnd (Polynomial.dvd_iff_isRoot.2 ((mul_eq_zero.1 h3).resolve_left h5))
  · rintro ⟨g, rfl⟩
    rw [fac]
    exact dvd_mul_right _ _
```

Applied to a difference $p-q$, the equivalence describes the freedom left after matching: two waves agree at $R$ in all orders below $n$ exactly when their polynomials differ by a multiple of $(X-R^2)^n$.

```lean
/-- Two pseudo partial waves agree in all derivatives of orders below `n` at the sphere radius
`R > 0` exactly when their polynomials differ by a multiple of `(X - R ^ 2) ^ n`. -/
theorem same_matching_iff {R : ℝ} (hR : 0 < R) (l n : ℕ) (p q : ℝ[X]) :
    (∀ k < n, iteratedDeriv k (pseudoWave l p) R = iteratedDeriv k (pseudoWave l q) R) ↔
      (X - C (R ^ 2)) ^ n ∣ p - q := by
  rw [← dvd_wave_iff hR l, ← derivatives_vanish_iff]
  simp only [iteratedDeriv_pseudoWave, Polynomial.sub_comp, mul_sub,
    Polynomial.iterate_derivative_sub, Polynomial.eval_sub, sub_eq_zero]
```

## Degree below n

The bound `q.degree < n` allows $n$ coefficients for $n$ conditions. By hand it gives uniqueness: the difference of two solutions has degree below $n$ and is divisible by $(X-R^2)^n$, which has degree $n$, so it is zero.

If degree $n$ were allowed as well, uniqueness would fail, since adding $(X-R^2)^n$ to a solution gives another. Those extra terms are the freedom one would use to impose further conditions, such as a prescribed norm.

```lean
/-- A polynomial of degree below `n` that is divisible by `(X - a) ^ n` is zero. -/
theorem eq_zero_of_low_degree {n : ℕ} {a : ℝ} {q : ℝ[X]} (hdeg : q.degree < n)
    (hdiv : (X - C a) ^ n ∣ q) : q = 0 := by
  refine Polynomial.eq_zero_of_dvd_of_degree_lt hdiv ?_
  rw [Polynomial.degree_pow, Polynomial.degree_X_sub_C, nsmul_one]
  exact hdeg
```

## Arbitrary real targets

The numbers $c_k$ stand for the derivatives of the true partial wave at $R$. That wave does not appear in the theorem; for the joined function to have $n-1$ continuous derivatives (when $n\ge1$), the true wave must have them up to the sphere, and they must be supplied as the $c_k$.

No condition on the targets is needed, because the map from the $n$ coefficients of $q$ to the $n$ derivatives is linear and injective: if all the derivatives vanish, then $q=0$ by the argument above. Between spaces of equal finite dimension it is then also surjective, which gives existence.

In Lean, `c : ℕ → ℝ` is an infinite sequence of which only the first `n` entries matter, and `∃!` means "exactly one". The map is `L`, and `hL` is its injectivity. The equivalence `e` identifies polynomials of degree below `n` with their coefficient vectors, so that `LinearMap.injective_iff_surjective` applies. Uniqueness then follows from `same_matching_iff` and the degree bound. For $n=0$ there are no conditions, and the only polynomial allowed is zero.

```lean
/-- Pseudo-orbital matching: for a sphere radius `R > 0` and any prescribed values `c k`, exactly
one real polynomial `q` of degree below `n` gives `r ^ l * q (r ^ 2)` the `k`-th derivative `c k`
at `R` for every `k < n`. -/
theorem existsUnique_matching {R : ℝ} (hR : 0 < R) (l n : ℕ) (c : ℕ → ℝ) :
    ∃! q : ℝ[X], q.degree < n ∧
      ∀ k < n, iteratedDeriv k (pseudoWave l q) R = c k := by
  -- the linear map from polynomials to their matching data at R
  let L : Polynomial.degreeLT ℝ n →ₗ[ℝ] (Fin n → ℝ) :=
    { toFun := fun q k =>
        (derivative^[(k : ℕ)] (X ^ l * (q : ℝ[X]).comp (X ^ 2))).eval R
      map_add' := by
        intro p q
        ext k
        simp [Polynomial.add_comp, mul_add, iterate_map_add (derivative (R := ℝ))]
      map_smul' := by
        intro a q
        ext k
        simp [Polynomial.smul_comp, Polynomial.iterate_derivative_smul] }
  have hL : Function.Injective L := by
    rw [injective_iff_map_eq_zero]
    intro q hq
    apply Subtype.ext
    refine eq_zero_of_low_degree (a := R ^ 2) (Polynomial.mem_degreeLT.1 q.2) ?_
    rw [← dvd_wave_iff hR l, ← derivatives_vanish_iff]
    intro k hk
    exact congrFun hq ⟨k, hk⟩
  -- n coefficients and n conditions: injectivity gives surjectivity
  let e := Polynomial.degreeLTEquiv ℝ n
  have hS : Function.Surjective (L ∘ₗ e.symm.toLinearMap) :=
    LinearMap.injective_iff_surjective.1 (hL.comp e.symm.injective)
  obtain ⟨v, hv⟩ := hS (fun k => c k)
  have hq : ∀ k < n, iteratedDeriv k (pseudoWave l (e.symm v : ℝ[X])) R = c k := by
    intro k hk
    rw [iteratedDeriv_pseudoWave]
    exact congrFun hv ⟨k, hk⟩
  have hd := Polynomial.mem_degreeLT.1 (e.symm v).2
  refine ⟨(e.symm v : ℝ[X]), ⟨hd, hq⟩, ?_⟩
  rintro p ⟨hpd, hp⟩
  refine sub_eq_zero.1 (eq_zero_of_low_degree (a := R ^ 2)
    (lt_of_le_of_lt (Polynomial.degree_sub_le _ _) (max_lt hpd hd)) ?_)
  exact (same_matching_iff hR l n _ _).1 fun k hk => (hp k hk).trans (hq k hk).symm
```

## Value and slope

For two conditions, put $q=a+bX$ and require $u(R)=v$, $u'(R)=s$:
$$R^l(a+bR^2)=v,\qquad \frac{l}{R}\,v+2bR^{l+1}=s .$$
The second equation gives $b$, and the first then gives $a$:
$$b=\frac{Rs-lv}{2R^{l+2}},\qquad a=\frac{(l+2)v-Rs}{2R^l}.$$

The theorem verifies that these coefficients give the required value and slope. The proof differentiates the product and clears denominators; `key` rewrites $lR^{l-1}$ as $lR^l/R$, including at $l=0$.

```lean
/-- Explicit coefficients of the two-term pseudo partial wave with value `v` and slope `s` at the
sphere radius `R > 0`. -/
theorem value_slope_matching {R : ℝ} (hR : 0 < R) (l : ℕ) (v s : ℝ) :
    let q : ℝ[X] := C (((l + 2) * v - R * s) / (2 * R ^ l)) +
      C ((R * s - l * v) / (2 * R ^ (l + 2))) * X
    pseudoWave l q R = v ∧ HasDerivAt (pseudoWave l q) s R := by
  intro q
  have hne : R ≠ 0 := hR.ne'
  have hw : pseudoWave l q = fun r => r ^ l * (((l + 2) * v - R * s) / (2 * R ^ l) +
      (R * s - l * v) / (2 * R ^ (l + 2)) * r ^ 2) := by
    ext r
    simp [pseudoWave, q]
  have key : (l : ℝ) * R ^ (l - 1) = l * R ^ l / R := by
    rcases l with _ | l
    · simp
    · rw [Nat.add_sub_cancel, pow_succ]
      field_simp
  rw [hw]
  constructor
  · field_simp
    ring
  · refine ((hasDerivAt_pow l R).fun_mul
      (((hasDerivAt_pow 2 R).const_mul _).const_add _)).congr_deriv ?_
    rw [key]
    norm_num only [Nat.cast_ofNat, pow_one]
    field_simp
    ring
```

## What fails at radius zero

At $R=0$, take the targets $v=s=1$. If $l\ge1$, the factor $r^l$ forces $u(0)=0$. If $l=0$, then $u'(r)=2r\,q'(r^2)$ forces $u'(0)=0$. No polynomial of any degree meets both targets, so for $n\ge2$ arbitrary targets can be matched only if $R\neq0$. The counter-example does not concern negative $R$, which has no meaning as a radius.

The proof makes the same split into $l=0$ and $l\ge1$.

```lean
/-- At the origin the value or the slope of every pseudo partial wave vanishes. -/
theorem value_or_slope_zero_at_origin (l : ℕ) (q : ℝ[X]) :
    pseudoWave l q 0 = 0 ∨ deriv (pseudoWave l q) 0 = 0 := by
  rcases l with _ | l
  · right
    rw [← iteratedDeriv_one, iteratedDeriv_pseudoWave]
    simp [Polynomial.derivative_comp]
  · left
    simp [pseudoWave]

end PseudoOrbitalMatching
```

```lean
#print axioms PseudoOrbitalMatching.existsUnique_matching
-- 'PseudoOrbitalMatching.existsUnique_matching' depends on axioms: [propext, Classical.choice, Quot.sound]
#print axioms PseudoOrbitalMatching.value_slope_matching
-- 'PseudoOrbitalMatching.value_slope_matching' depends on axioms: [propext, Classical.choice, Quot.sound]
#print axioms PseudoOrbitalMatching.value_or_slope_zero_at_origin
-- 'PseudoOrbitalMatching.value_or_slope_zero_at_origin' depends on axioms: [propext, Classical.choice, Quot.sound]
```
